# The Casimir trick: a spin-summed squared amplitude is a trace when γ⁰ is Hermitian with square one

Q: An unpolarised cross section needs $|\bar w V u|^2$ summed over the spins of the incoming spinor $u$ and the outgoing spinor $w$, with a matrix $V$ for the vertex between them. You model the spin states as two arbitrary finite families of complex vectors. Nothing says that they solve the Dirac equation. Why is that still physics?

A: Because the summation uses the spinors only through their spin sums. Call the families $u_s$ and $w_r$, and let $g_0$ be the matrix usually written $\gamma^0$. The Dirac adjoint is $\bar u = u^\dagger g_0$, and the spin sums are

$$A=\sum_s u_s\bar u_s,\qquad B=\sum_r w_r\bar w_r .$$

The letter $A$ is a matrix here, not the vector potential. For the two spin states of an electron with momentum $p$ and mass $m$, in units with $c=1$ and with the normalisation $\bar u_su_{s'}=2m\,\delta_{ss'}$, $A$ is $\not p+m$, where $\not p=\sum_\mu p_\mu\gamma^\mu$. The Dirac equation enters when you establish that value, and the general theorem takes it as given. The claim is

$$\sum_{r,s}|\bar w_r V u_s|^2=\operatorname{tr}(V A\, g_0V^\dagger g_0\, B).$$

Q: Derive it first, without Lean.

A: Assume $g_0^\dagger=g_0$ and $g_0^2=1$. The complex conjugate of the amplitude is

$$(\bar w V u)^*=(w^\dagger g_0Vu)^*=u^\dagger V^\dagger g_0 w=u^\dagger g_0\,(g_0V^\dagger g_0)\,w=\bar u\,\bar V w,$$

where $\bar V=g_0V^\dagger g_0$. The second equality uses Hermiticity, and the third inserts $g_0^2=1$.

Next, for any matrix $W$, write the product of two amplitudes in components and reorder the numbers:

$$(\bar wVu)(\bar uWw)=\sum_{abcd}\bar w_aV_{ab}u_b\,\bar u_cW_{cd}w_d=\sum_{abcd}V_{ab}(u\bar u)_{bc}W_{cd}(w\bar w)_{da}.$$

The last expression is $\operatorname{tr}(V\,u\bar u\,W\,w\bar w)$. Put $W=\bar V$, so that the left side is $|\bar wVu|^2$. Then sum over $s$ and $r$. The trace is linear in $u\bar u$ and in $w\bar w$, so these become $A$ and $B$, and the claim follows.

Q: What do the two conditions on $g_0$ stand for?

A: The square is the time-time part of the Clifford relation $\{\gamma^\mu,\gamma^\nu\}=2\eta^{\mu\nu}$ with signature $(+,-,\dots)$. Hermiticity is the usual choice of representation, and it makes $\bar u u$ real. The other gamma matrices play no part in the general theorem.

Q: Now the Lean objects. What is a spinor?

A: A function `n → ℂ`, where `n` is a finite index type. For Dirac spinors in 3+1 dimensions it has four elements, but any finite size is allowed. The types `ι` and `κ` label the two families.

```lean
import Mathlib

open Matrix

namespace CasimirTrick

noncomputable section

variable {n ι κ : Type*} [Fintype n] [DecidableEq n] [Fintype ι] [Fintype κ]
```

The adjoint is a row vector. `star` conjugates the components, and `ᵥ*` multiplies a row vector into a matrix.

```lean
/-- The Dirac adjoint `ū = u† g0` of a spinor, as a row vector. -/
def bar (g0 : Matrix n n ℂ) (u : n → ℂ) : n → ℂ := star u ᵥ* g0
```

The barred vertex is the $\bar V$ of the derivation.

```lean
/-- The barred vertex `g0 V† g0`. -/
def vertexBar (g0 V : Matrix n n ℂ) : Matrix n n ℂ := g0 * Vᴴ * g0
```

Q: Does the dot product in the amplitude conjugate anything?

A: No. `⬝ᵥ` is the plain sum of products, and the only conjugation sits inside `bar`. Note the argument order: the outgoing spinor `w` comes before the vertex, as in $\bar wVu$.

```lean
/-- The amplitude `w̄ V u` for a vertex `V` between the spinors `u` and `w`. -/
def amplitude (g0 : Matrix n n ℂ) (w : n → ℂ) (V : Matrix n n ℂ) (u : n → ℂ) : ℂ :=
  bar g0 w ⬝ᵥ (V *ᵥ u)
```

The spin sum adds outer products. `vecMulVec` doesn't conjugate either, so each term is exactly $u_s\bar u_s$.

```lean
/-- The spin sum `∑ u_s ū_s` of a finite family of spinors. -/
def spinSum (g0 : Matrix n n ℂ) (u : ι → n → ℂ) : Matrix n n ℂ :=
  ∑ s, vecMulVec (u s) (bar g0 (u s))
```

Q: Where does the conjugation rule appear?

A: In `star_amplitude`. Its helper `amp_eq` writes every amplitude as $a^\dagger(g_0M)b$, and `hstar` is the rule $(a^\dagger b)^*=b^\dagger a$. The step `hcancel` is $g_0\bar V=V^\dagger g_0$, which uses the square. The final rewrite uses Hermiticity through `hg.eq`.

```lean
/-- If `g0` is Hermitian with square one, the complex conjugate of `w̄ V u` is the
reversed amplitude `ū (g0 V† g0) w`. -/
theorem star_amplitude {g0 : Matrix n n ℂ} (hg : g0.IsHermitian) (hsq : g0 * g0 = 1)
    (w : n → ℂ) (V : Matrix n n ℂ) (u : n → ℂ) :
    star (amplitude g0 w V u) = amplitude g0 u (vertexBar g0 V) w := by
  have amp_eq : ∀ (a b : n → ℂ) (M : Matrix n n ℂ),
      amplitude g0 a M b = star a ⬝ᵥ ((g0 * M) *ᵥ b) := by
    intro a b M
    rw [amplitude, bar, ← Matrix.dotProduct_mulVec, Matrix.mulVec_mulVec]
  have hstar : ∀ a b : n → ℂ, star (star a ⬝ᵥ b) = star b ⬝ᵥ a := by
    intro a b
    simp [dotProduct, mul_comm]
  -- the two inner factors of g0 cancel
  have hcancel : g0 * vertexBar g0 V = Vᴴ * g0 := by
    rw [vertexBar, ← mul_assoc, ← mul_assoc, hsq, one_mul]
  rw [amp_eq, amp_eq, hstar, hcancel, Matrix.star_mulVec, Matrix.conjTranspose_mul,
    hg.eq, ← Matrix.dotProduct_mulVec]
```

Q: And the closed chain? Your component calculation had four indices.

A: The Lean proof avoids most of them. The helper `hproj` says $(u\bar u)y=(\bar u\cdot y)\,u$ for every vector $y$. The trace of an outer product is a dot product, so the right side becomes $\bar w$ applied to $V\,u\bar u\,Ww$. With `hproj`, that is $(\bar uWw)(\bar wVu)$. This lemma needs no condition on `g0`.

```lean
omit [DecidableEq n] in
/-- A closed chain of spinors is a trace: `(w̄ V u)(ū W w) = tr(V uū W ww̄)`. -/
theorem amplitude_mul_amplitude (g0 V W : Matrix n n ℂ) (u w : n → ℂ) :
    amplitude g0 w V u * amplitude g0 u W w =
      trace (V * vecMulVec u (bar g0 u) * W * vecMulVec w (bar g0 w)) := by
  -- the outer product uū sends every vector y to the multiple (ū · y) of u
  have hproj : ∀ y : n → ℂ,
      vecMulVec u (bar g0 u) *ᵥ y = (bar g0 u ⬝ᵥ y) • u := by
    intro y
    ext i
    simp only [Matrix.mulVec, dotProduct, Matrix.vecMulVec_apply, Pi.smul_apply,
      smul_eq_mul, Finset.sum_mul]
    exact Finset.sum_congr rfl fun j _ => by ring
  rw [Matrix.mul_vecMulVec, Matrix.trace_vecMulVec, ← Matrix.mulVec_mulVec,
    ← Matrix.mulVec_mulVec, hproj, Matrix.mulVec_smul, smul_dotProduct, smul_eq_mul,
    dotProduct_comm (V *ᵥ u)]
  unfold amplitude
  ring
```

Q: In a real process several diagrams contribute. Squaring one vertex isn't enough.

A: If every diagram has the form $\bar wVu$ with the same two spinors, you can add them into one $V$, or treat the cross terms separately. The direct and exchange diagrams of electron–electron scattering pair the spinors differently, so their cross term isn't covered here. For cross terms of the first kind there is `interference`:

$$\sum_{r,s}(\bar w_rVu_s)(\bar w_rWu_s)^*=\operatorname{tr}(VA\,\bar W B),\qquad \bar W=g_0W^\dagger g_0 .$$

The hypotheses `hA` and `hB` name the spin sums, and `subst` replaces the names by the sums themselves. The proof then takes the sum over $r$ out of the trace with `hout`, and after it the sum over $s$. Each remaining term follows from the two lemmas above.

```lean
/-- Interference of two vertices `V` and `W`: for `g0` Hermitian with square one and spin
sums `A` and `B`, the sum of `(w̄_r V u_s)(w̄_r W u_s)*` is `tr(V A (g0 W† g0) B)`. -/
theorem interference {g0 A B : Matrix n n ℂ} (hg : g0.IsHermitian) (hsq : g0 * g0 = 1)
    {u : ι → n → ℂ} {w : κ → n → ℂ} (hA : spinSum g0 u = A) (hB : spinSum g0 w = B)
    (V W : Matrix n n ℂ) :
    ∑ r, ∑ s, amplitude g0 (w r) V (u s) * star (amplitude g0 (w r) W (u s)) =
      trace (V * A * vertexBar g0 W * B) := by
  subst hA hB
  -- pull the sum over w out of the trace, then the sum over u
  have hout : ∀ X : Matrix n n ℂ, trace (X * spinSum g0 w) =
      ∑ r, trace (X * vecMulVec (w r) (bar g0 (w r))) := by
    intro X
    rw [spinSum, Finset.mul_sum, Matrix.trace_sum]
  rw [hout]
  refine Finset.sum_congr rfl fun r _ => ?_
  rw [spinSum, Finset.mul_sum, Finset.sum_mul, Finset.sum_mul, Matrix.trace_sum]
  refine Finset.sum_congr rfl fun s _ => ?_
  rw [star_amplitude hg hsq, amplitude_mul_amplitude]
```

Q: In the trick itself, the left side is real and the trace is a complex number. How do you equate them?

A: The real sum is regarded as a complex number. The equation therefore also tells you that the trace is real and non-negative. The proof writes $|z|^2=zz^*$ in `hnorm` and applies `interference` with $W=V$.

```lean
/-- The Casimir trick: for `g0` Hermitian with square one and spin sums `∑ u_s ū_s = A` and
`∑ w_r w̄_r = B`, the sum of `|w̄_r V u_s|²` is `tr(V A g0 V† g0 B)`. -/
theorem casimir_trick {g0 A B : Matrix n n ℂ} (hg : g0.IsHermitian) (hsq : g0 * g0 = 1)
    {u : ι → n → ℂ} {w : κ → n → ℂ} (hA : spinSum g0 u = A) (hB : spinSum g0 w = B)
    (V : Matrix n n ℂ) :
    ((∑ r, ∑ s, ‖amplitude g0 (w r) V (u s)‖ ^ 2 : ℝ) : ℂ) =
      trace (V * A * g0 * Vᴴ * g0 * B) := by
  have hnorm : ∀ z : ℂ, ((‖z‖ ^ 2 : ℝ) : ℂ) = z * star z := by
    intro z
    rw [← Complex.normSq_eq_norm_sq]
    exact (Complex.mul_conj z).symm
  simp only [Complex.ofReal_sum, hnorm]
  rw [interference hg hsq hA hB V V]
  simp only [vertexBar, mul_assoc]
```

Q: Suppose I keep $g_0$ Hermitian but drop the condition on its square.

A: Take one-component spinors with $g_0=2$ and $u=w=V=1$. Then $\bar w=2$, the amplitude is 2, and its square is 4. But $A=B=2$, so the trace is $1\cdot2\cdot2\cdot1\cdot2\cdot2=16$. A Hermitian and invertible $g_0$ is therefore not enough for the formula.

Q: I'd like to see actual Dirac spinors satisfy all this.

A: The example is in 1+1 dimensions, where two components suffice. The matrices are $\gamma^0=\operatorname{diag}(1,-1)$ and a real antisymmetric $\gamma^1$ with square $-1$.

```lean
/-- The time-like Dirac matrix in 1+1 dimensions. -/
def γ0 : Matrix (Fin 2) (Fin 2) ℂ := !![1, 0; 0, -1]

/-- The space-like Dirac matrix in 1+1 dimensions. -/
def γ1 : Matrix (Fin 2) (Fin 2) ℂ := !![0, 1; -1, 0]
```

For energy $E$ and momentum $p$, the slashed momentum is $\not p=E\gamma^0-p\gamma^1$. In the code `p` is the spatial component alone.

```lean
/-- The slashed momentum `E γ0 - p γ1`. -/
def slash (E p : ℝ) : Matrix (Fin 2) (Fin 2) ℂ := (E : ℂ) • γ0 - (p : ℂ) • γ1
```

The spinor is $(E+m,\,p)$, without a normalising factor.

```lean
/-- The unnormalised spinor `(E + m, p)`. -/
def spinor (m E p : ℝ) : Fin 2 → ℂ := ![(E : ℂ) + m, (p : ℂ)]
```

Q: Does it solve the Dirac equation?

A: Yes, on the mass shell $E^2=p^2+m^2$. The upper component of $\not p u$ is $E(E+m)-p^2=m^2+Em=m(E+m)$. The lower one is $p(E+m)-Ep=mp$. Together they give $\not pu=mu$. In the proof, `fin_cases` separates the two components, and `linear_combination hc` uses the mass shell in the upper one.

```lean
/-- On the mass shell `E² = p² + m²`, the spinor `(E + m, p)` solves the Dirac equation
in momentum space. -/
theorem dirac_equation {m E p : ℝ} (h : E ^ 2 = p ^ 2 + m ^ 2) :
    slash E p *ᵥ spinor m E p = (m : ℂ) • spinor m E p := by
  have hc : (E : ℂ) ^ 2 = (p : ℂ) ^ 2 + (m : ℂ) ^ 2 := by exact_mod_cast h
  ext i
  fin_cases i
  · simp [slash, γ0, γ1, spinor, Matrix.mulVec, dotProduct, Fin.sum_univ_two]
    linear_combination hc
  · simp [slash, γ0, γ1, spinor, Matrix.mulVec, dotProduct, Fin.sum_univ_two]
    ring
```

Q: And its spin sum?

A: There is a single state for given $E$ and $p$, so the family is indexed by `Unit`, a type with one element. The adjoint is $\bar u=(E+m,\,-p)$, and therefore

$$u\bar u=\begin{pmatrix}(E+m)^2&-(E+m)p\\ p(E+m)&-p^2\end{pmatrix}=(E+m)(\not p+m).$$

The lower right entry needs $p^2=(E+m)(E-m)$, which is `hp` in the proof. The other entries agree directly. The theorem also records that `γ0` satisfies both conditions on `g0`.

```lean
/-- In 1+1 dimensions `γ0` is Hermitian with square one, and on the mass shell the spinor
`(E + m, p)` has the spin sum `(E + m)(p̸ + m)`. -/
theorem casimir_trick_witness {m E p : ℝ} (h : E ^ 2 = p ^ 2 + m ^ 2) :
    γ0.IsHermitian ∧ γ0 * γ0 = 1 ∧
      spinSum γ0 (fun _ : Unit => spinor m E p) =
        ((E : ℂ) + m) • (slash E p + (m : ℂ) • 1) := by
  have hc : (E : ℂ) ^ 2 = (p : ℂ) ^ 2 + (m : ℂ) ^ 2 := by exact_mod_cast h
  have hp : (p : ℂ) * p = ((E : ℂ) + m) * (E - m) := by linear_combination -hc
  have hstar : star (spinor m E p) = spinor m E p := by
    ext i
    fin_cases i <;> simp [spinor]
  -- the Dirac adjoint flips the sign of the lower component
  have hbar : bar γ0 (spinor m E p) = ![(E : ℂ) + m, -(p : ℂ)] := by
    rw [bar, hstar]
    ext i
    fin_cases i <;> simp [γ0, spinor, Matrix.vecMul, dotProduct, Fin.sum_univ_two]
  refine ⟨Matrix.IsHermitian.ext ?_, ?_, ?_⟩
  · intro i j
    fin_cases i <;> fin_cases j <;> simp [γ0]
  · ext i j
    fin_cases i <;> fin_cases j <;> simp [γ0, Matrix.mul_apply, Fin.sum_univ_two]
  · simp only [spinSum, hbar, Finset.univ_unique, Finset.sum_singleton]
    ext i j
    fin_cases i <;> fin_cases j <;>
      simp [slash, γ0, γ1, spinor, Matrix.vecMulVec_apply, hp] <;> ring
```

If $E+m>0$, dividing the spinor by $\sqrt{E+m}$ gives the usual normalisation $\bar uu=2m$ and the spin sum $\not p+m$.

Q: Then evaluate something with it.

A: Take the scalar vertex $V=1$ between momenta $p$ and $p'$ on the same mass shell, with energies $E$ and $E'$. Since $\bar V=1$, the trick gives

$$|\bar u(p')u(p)|^2=(E+m)(E'+m)\operatorname{tr}\big[(\not p+m)(\not p'+m)\big].$$

The terms linear in $m$ vanish because $\not p$ and $\not p'$ are traceless. In $\operatorname{tr}(\not p\not p')$ the mixed products $\gamma^0\gamma^1$ and $\gamma^1\gamma^0$ have trace zero. The squares of the gamma matrices contribute $2(EE'-pp')$, and the mass term contributes $2m^2$. Hence

$$|\bar u(p')u(p)|^2=2(E+m)(E'+m)(EE'-pp'+m^2).$$

For normalised spinors, with $E+m$ and $E'+m$ positive, the value is $2(EE'-pp'+m^2)$.

In Lean, `key` is the trick applied to this example. `Complex.ofReal_injective` turns the complex equation back into a real one, and the last two lines compute the trace of the $2\times2$ matrices.

```lean
/-- Scalar vertex in 1+1 dimensions: for two momenta on the same mass shell, the spinors
`(E + m, p)` and `(E' + m, p')` give
`|ū(p') u(p)|² = 2 (E + m)(E' + m)(E E' - p p' + m²)`. -/
theorem scalar_vertex {m E p E' p' : ℝ} (h : E ^ 2 = p ^ 2 + m ^ 2)
    (h' : E' ^ 2 = p' ^ 2 + m ^ 2) :
    ‖amplitude γ0 (spinor m E' p') 1 (spinor m E p)‖ ^ 2 =
      2 * (E + m) * (E' + m) * (E * E' - p * p' + m ^ 2) := by
  obtain ⟨hg, hsq, hA⟩ := casimir_trick_witness h
  obtain ⟨-, -, hB⟩ := casimir_trick_witness h'
  have key := casimir_trick hg hsq hA hB 1
  simp only [Finset.univ_unique, Finset.sum_singleton] at key
  -- what remains is the trace of two slashed momenta plus masses
  refine Complex.ofReal_injective (key.trans ?_)
  simp [slash, γ0, γ1, Matrix.trace_fin_two, Matrix.mul_apply, Fin.sum_univ_two]
  ring

end

end CasimirTrick
```

```lean
#print axioms CasimirTrick.casimir_trick
#print axioms CasimirTrick.dirac_equation
#print axioms CasimirTrick.scalar_vertex
```

```
'CasimirTrick.casimir_trick' depends on axioms: [propext, Classical.choice, Quot.sound]
'CasimirTrick.dirac_equation' depends on axioms: [propext, Classical.choice, Quot.sound]
'CasimirTrick.scalar_vertex' depends on axioms: [propext, Classical.choice, Quot.sound]
```

Q: So what must I still supply for an electron scattered by a fixed external potential in 3+1 dimensions?

A: The step from the model to the experiment is the Feynman rules: they have to tell you that the scattering amplitude is $\bar wVu$, and with which $V$. You also insert the four-component spin sums through `hA` and `hB`. An average over initial spins and the flux and phase-space factors are then applied to the result.

Q: Is it of any use to someone who never computes a Feynman diagram?

A: With $g_0=1$ the adjoint is the ordinary bra, and $A$ and $B$ are sums of $|u_s\rangle\langle u_s|$ and $|w_r\rangle\langle w_r|$. For a finite-dimensional state space, the identity then expresses a transition strength, summed over degenerate initial and final states, as $\operatorname{tr}(VAV^\dagger B)$. If each family is an orthonormal basis of its level, $A$ and $B$ are the projectors onto the two levels, and the result doesn't depend on which basis you chose within them.
